# In two or more dimensions, photons of equal wavenumber k reach a momentum transfer Q exactly when ‖Q‖ ≤ 2k

Let two photon wavevectors $p$ (incoming) and $p'$ (outgoing) lie in a plane, both of length $k \ge 0$, and ask for the momentum transfer $p'-p = (q,0)$. Try

$$p = (-q/2,\; s), \qquad p' = (q/2,\; s).$$

The difference is right for every $s$. Both vectors have squared length $q^2/4 + s^2$, which must equal $k^2$, so $s^2 = k^2 - q^2/4$. A real $s$ exists exactly when $|q| \le 2k$. The two wavevectors share a component perpendicular to the transfer and have opposite components along it. The general case works in the same way, once a direction perpendicular to $Q$ has been found.

## Wavevectors, reachability and the zone

```lean
import Mathlib

open Real

namespace RIXSMomentumTransfer

noncomputable section
```

The file loads the mathematical library Mathlib, and `open Real` allows $\pi$ and $\sin$ to be written by their short names.

```lean
/-- Wavevectors in `d` spatial dimensions. -/
abbrev Wavevector (d : ℕ) := EuclideanSpace ℝ (Fin d)
```

A `Wavevector d` is a vector of $d$ real components with the Euclidean length. The components are numbered $0, \dots, d-1$. It is easy to write `Fin d → ℝ` here instead, and wrong: Mathlib gives that type the maximum norm, so for $d \ge 2$ a vector with all components equal to $\pi/a$ would have length $\pi/a$ and not $\sqrt d\,\pi/a$.

```lean
/-- The momentum transfer `Q` is reachable at photon wavenumber `k` if it is the difference
of an outgoing and an incoming wavevector, both of length `k`. -/
def Reachable {d : ℕ} (k : ℝ) (Q : Wavevector d) : Prop :=
  ∃ p p' : Wavevector d, ‖p‖ = k ∧ ‖p'‖ = k ∧ p' - p = Q
```

`Reachable k Q` says that there are vectors $p$ and $p'$ with $\|p\| = \|p'\| = k$ and $p'-p = Q$. In resonant inelastic X-ray scattering (RIXS) the outgoing photon has lost some energy and is slightly shorter in wavevector. Equal lengths stand for neglecting that loss beside the photon energy. The definition is purely kinematic: sample orientation, absorption, polarisation and intensity do not enter.

```lean
/-- The Brillouin zone `[-π/a, π/a]^d` of a simple cubic lattice with lattice constant
`a > 0`. -/
def cubicZone (d : ℕ) (a : ℝ) : Set (Wavevector d) :=
  {Q | ∀ i, |Q i| ≤ π / a}
```

The zone is the set of $Q$ with $|Q_i| \le \pi/a$ for every $i$, boundary included. It belongs to a simple cubic lattice for $d=3$ and to a square lattice for $d=2$, where the photon wavevectors are then also confined to the plane.

```lean
/-- The zone corner `(π/a, ..., π/a)`, for lattice constant `a > 0`. -/
def zoneCorner (d : ℕ) (a : ℝ) : Wavevector d :=
  WithLp.toLp 2 (fun _ => π / a)
```

This is the corner $(\pi/a, \dots, \pi/a)$. `WithLp.toLp 2` marks the list of components as a vector with the Euclidean norm.

## Transfer and scattering angle

```lean
/-- For incoming and outgoing wavevectors of equal length `k` at scattering angle `θ`, the
momentum transfer has length `2 k sin(θ/2)`. -/
theorem norm_transfer_eq {d : ℕ} {k : ℝ} {p p' : Wavevector d}
    (hp : ‖p‖ = k) (hp' : ‖p'‖ = k) :
    ‖p' - p‖ = 2 * k * sin (InnerProductGeometry.angle p' p / 2) := by
  have hk : 0 ≤ k := hp ▸ norm_nonneg p
  have h0 := InnerProductGeometry.angle_nonneg p' p
  have h1 := InnerProductGeometry.angle_le_pi p' p
  have hc := InnerProductGeometry.cos_angle_mul_norm_mul_norm p' p
  have hn := norm_sub_sq_real p' p
  rw [hp, hp'] at hc hn
  set θ := InnerProductGeometry.angle p' p with hθ
  have hs : 0 ≤ sin (θ / 2) :=
    sin_nonneg_of_nonneg_of_le_pi (by linarith) (by linarith)
  -- half-angle formula
  have h2 : cos θ = 2 * cos (θ / 2) ^ 2 - 1 := by
    rw [← cos_two_mul]
    congr 1
    ring
  have h3 := sin_sq_add_cos_sq (θ / 2)
  refine (sq_eq_sq₀ (norm_nonneg _) (by positivity)).mp ?_
  linear_combination hn + 2 * hc - 2 * k ^ 2 * h2 - 4 * k ^ 2 * h3
```

The hypotheses `hp` and `hp'` say that both wavevectors have length $k$. The conclusion is $\|p'-p\| = 2k\sin(\theta/2)$, with $\theta$ the angle between them. By hand,

$$\|p'-p\|^2 = k^2 - 2\,p'\!\cdot p + k^2 = 2k^2(1-\cos\theta) = 4k^2\sin^2(\theta/2).$$

Since $0 \le \theta \le \pi$, the sine is non-negative, and the roots of both sides agree.

In the proof, `hn` is the expanded square, `hc` replaces the inner product by $k^2\cos\theta$, and `h2` and `h3` give the half-angle formula. The lemma `sq_eq_sq₀` reduces an equation between non-negative numbers to one between their squares, and `linear_combination` adds up the four relations with the stated coefficients.

## A direction perpendicular to the transfer

```lean
/-- In at least two dimensions every momentum transfer has a unit vector orthogonal to it. -/
theorem exists_unit_orthogonal {d : ℕ} (hd : 2 ≤ d) (Q : Wavevector d) :
    ∃ n : Wavevector d, ‖n‖ = 1 ∧ inner ℝ Q n = 0 := by
  obtain ⟨i, j, hij⟩ : ∃ i j : Fin d, i ≠ j :=
    ⟨⟨0, by omega⟩, ⟨1, by omega⟩, by simp⟩
  by_cases hi : Q i = 0
  · refine ⟨EuclideanSpace.single i 1, by simp, ?_⟩
    rw [EuclideanSpace.inner_single_right]
    simp [hi]
  · -- rotate the (i, j) components of Q by a right angle, then normalise
    let w : Wavevector d := EuclideanSpace.single i (Q j) - EuclideanSpace.single j (Q i)
    have hw : inner ℝ Q w = 0 := by
      change inner ℝ Q (EuclideanSpace.single i (Q j) - EuclideanSpace.single j (Q i)) = 0
      rw [inner_sub_right, EuclideanSpace.inner_single_right,
        EuclideanSpace.inner_single_right]
      simp only [conj_trivial]
      ring
    have hw0 : w ≠ 0 := by
      intro h
      have hj := congrArg (fun v : Wavevector d => v j) h
      simp [w, hij.symm, hi] at hj
    refine ⟨‖w‖⁻¹ • w, ?_, ?_⟩
    · rw [norm_smul, norm_inv, norm_norm, inv_mul_cancel₀ (norm_ne_zero_iff.mpr hw0)]
    · rw [inner_smul_right, hw, mul_zero]
```

For $d \ge 2$, every $Q$ has a unit vector $n$ with $Q\cdot n = 0$. Choose two different components $i$ and $j$; the proof takes 0 and 1. If $Q_i = 0$, the basis vector $e_i$ will do. Otherwise set

$$w = Q_j\,e_i - Q_i\,e_j, \qquad Q\cdot w = Q_iQ_j - Q_jQ_i = 0.$$

The $j$ component of $w$ is $-Q_i \neq 0$, so $w$ is not zero, and

$$n = \frac{w}{\|w\|} = \frac{Q_j\,e_i - Q_i\,e_j}{\sqrt{Q_i^2+Q_j^2}}$$

is the required unit vector. The tactic `by_cases` makes the distinction between the two cases, `hw` is the orthogonality and `hw0` says that $w \ne 0$.

## Which transfers are reachable

```lean
/-- In at least two dimensions, a momentum transfer `Q` is reachable with photons of
wavenumber `k` if and only if `‖Q‖ ≤ 2k`. -/
theorem reachable_iff {d : ℕ} (hd : 2 ≤ d) (k : ℝ) (Q : Wavevector d) :
    Reachable k Q ↔ ‖Q‖ ≤ 2 * k := by
  constructor
  · rintro ⟨p, p', hp, hp', rfl⟩
    linarith [norm_sub_le p' p]
  · intro h
    have hQ := norm_nonneg Q
    have hk : 0 ≤ k := by linarith
    obtain ⟨n, hn, hQn⟩ := exists_unit_orthogonal hd Q
    have hnQ : inner ℝ n Q = 0 := by rw [real_inner_comm]; exact hQn
    -- s is the component shared by both wavevectors, orthogonal to Q
    let s := √(k ^ 2 - ‖Q‖ ^ 2 / 4)
    have hs : s ^ 2 = k ^ 2 - ‖Q‖ ^ 2 / 4 := Real.sq_sqrt (by nlinarith)
    have hin : inner ℝ (s • n) ((1 / 2 : ℝ) • Q) = 0 := by
      rw [real_inner_smul_left, real_inner_smul_right, hnQ]
      ring
    have h1 : ‖s • n‖ ^ 2 = s ^ 2 := by
      rw [norm_smul, hn, mul_one, Real.norm_eq_abs, sq_abs]
    have h2 : ‖(1 / 2 : ℝ) • Q‖ ^ 2 = ‖Q‖ ^ 2 / 4 := by
      rw [norm_smul, mul_pow, Real.norm_eq_abs, sq_abs]
      ring
    refine ⟨s • n - (1 / 2 : ℝ) • Q, s • n + (1 / 2 : ℝ) • Q, ?_, ?_, by module⟩
    · refine (sq_eq_sq₀ (norm_nonneg _) hk).mp ?_
      rw [norm_sub_sq_real, hin, h1, h2, hs]
      ring
    · refine (sq_eq_sq₀ (norm_nonneg _) hk).mp ?_
      rw [norm_add_sq_real, hin, h1, h2, hs]
      ring
```

In words: for $d \ge 2$, any real $k$ and any $Q$, the transfer $Q$ is reachable if and only if $\|Q\| \le 2k$. No assumption $k>0$ is needed, because for negative $k$ both sides are false.

If $Q = p'-p$ is reachable, the triangle inequality gives

$$\|Q\| \le \|p'\| + \|p\| = 2k.$$

Conversely, let $\|Q\| \le 2k$. Then $k \ge 0$ and $k^2 - \|Q\|^2/4 \ge 0$. Take $n$ from the previous lemma and put

$$s = \sqrt{k^2 - \|Q\|^2/4}, \qquad p = s\,n - \tfrac12 Q, \qquad p' = s\,n + \tfrac12 Q.$$

Their difference is $Q$. As $n$ is perpendicular to $Q$, the cross terms vanish and

$$\|p\|^2 = \|p'\|^2 = s^2 + \tfrac14\|Q\|^2 = k^2.$$

The tactic `constructor` splits the equivalence into these two directions. In the second, `hs` is the equation for $s^2$, `hin` the vanishing cross term, and `h1` and `h2` the squared lengths of the two parts. The `refine` line supplies $p$ and $p'$, and `module` checks their difference.

The dimension matters. On a line the only wavevectors of length $k$ are $\pm k$, so only the transfers $0$ and $\pm 2k$ occur.

```lean
/-- For wavevectors of equal length `k`, the momentum transfer has the maximal length `2k`
exactly in backscattering, `p' = -p`. -/
theorem maximal_transfer_iff {d : ℕ} {k : ℝ} {p p' : Wavevector d}
    (hp : ‖p‖ = k) (hp' : ‖p'‖ = k) : ‖p' - p‖ = 2 * k ↔ p' = -p := by
  constructor
  · intro h
    have ha := norm_add_sq_real p' p
    have hb := norm_sub_sq_real p' p
    rw [hp, hp'] at ha hb
    rw [h] at hb
    -- parallelogram law: nothing is left for the sum of the wavevectors
    have h0 : ‖p' + p‖ ^ 2 = 0 := by linarith
    exact eq_neg_of_add_eq_zero_left (norm_eq_zero.mp (pow_eq_zero_iff two_ne_zero |>.mp h0))
  · rintro rfl
    have h : -p - p = (-2 : ℝ) • p := by module
    rw [h, norm_smul, hp]
    norm_num
```

Among wavevectors of equal length $k$, the transfer has its largest length $2k$ exactly when $p' = -p$, which is backscattering. This holds in any dimension. Adding the expansions of $\|p'+p\|^2$ and $\|p'-p\|^2$ gives the parallelogram law

$$\|p'+p\|^2 + \|p'-p\|^2 = 4k^2.$$

If the transfer has length $2k$, nothing is left for the sum, so $p'+p = 0$. Conversely, $p'=-p$ gives $p'-p = -2p$, of length $2k$. In Lean, `ha` and `hb` are the two expansions and `h0` is the vanishing square.

## Covering the whole zone

```lean
/-- For `a > 0`, every vector of the cubic zone has length at most `√d π/a`. -/
theorem norm_le_of_mem_zone {d : ℕ} {a : ℝ} (ha : 0 < a) {Q : Wavevector d}
    (hQ : Q ∈ cubicZone d a) : ‖Q‖ ≤ √(d : ℝ) * (π / a) := by
  refine (sq_le_sq₀ (norm_nonneg _) (by positivity)).mp ?_
  rw [EuclideanSpace.norm_sq_eq, mul_pow, Real.sq_sqrt (Nat.cast_nonneg d)]
  calc ∑ i, ‖Q i‖ ^ 2 ≤ ∑ _i : Fin d, (π / a) ^ 2 :=
        Finset.sum_le_sum fun i _ => pow_le_pow_left₀ (norm_nonneg _) (hQ i) 2
    _ = d * (π / a) ^ 2 := by
        rw [Finset.sum_const, Finset.card_univ, Fintype.card_fin, nsmul_eq_mul]
```

For $a>0$, each vector in the zone satisfies

$$\|Q\|^2 = \sum_i Q_i^2 \le d\,(\pi/a)^2,$$

and therefore $\|Q\| \le \sqrt d\,\pi/a$. The `calc` block is this estimate: it bounds the sum term by term and then adds $d$ equal terms.

```lean
/-- For `a > 0`, the zone corner has length `√d π/a`. -/
theorem norm_zoneCorner (d : ℕ) {a : ℝ} (ha : 0 < a) :
    ‖zoneCorner d a‖ = √(d : ℝ) * (π / a) := by
  refine (sq_eq_sq₀ (norm_nonneg _) (by positivity)).mp ?_
  have h : ∀ i, ‖zoneCorner d a i‖ ^ 2 = (π / a) ^ 2 := fun i => by
    rw [Real.norm_eq_abs, sq_abs]
    rfl
  rw [EuclideanSpace.norm_sq_eq, mul_pow, Real.sq_sqrt (Nat.cast_nonneg d),
    Finset.sum_congr rfl fun i _ => h i, Finset.sum_const, Finset.card_univ,
    Fintype.card_fin, nsmul_eq_mul]
```

At the corner every term equals $(\pi/a)^2$, so the bound is attained: the corner has length exactly $\sqrt d\,\pi/a$. The proof computes the same sum, now with equality throughout.

```lean
/-- In `d ≥ 2` dimensions and for `a > 0`, the whole cubic Brillouin zone is reachable with
photons of wavenumber `k` if and only if `√d π/a ≤ 2k`. -/
theorem zone_reachable_iff {d : ℕ} (hd : 2 ≤ d) {a : ℝ} (ha : 0 < a) (k : ℝ) :
    (∀ Q ∈ cubicZone d a, Reachable k Q) ↔ √(d : ℝ) * (π / a) ≤ 2 * k := by
  constructor
  · intro h
    -- the corner is the most demanding point
    have hc : zoneCorner d a ∈ cubicZone d a := fun i => by
      change |π / a| ≤ π / a
      rw [abs_of_pos (by positivity)]
    rw [← norm_zoneCorner d ha]
    exact (reachable_iff hd k _).mp (h _ hc)
  · intro h Q hQ
    exact (reachable_iff hd k Q).mpr ((norm_le_of_mem_zone ha hQ).trans h)
```

For $d\ge 2$ and $a>0$, every $Q$ in the zone is reachable if and only if $\sqrt d\,\pi/a \le 2k$.

If the whole zone is reachable, then so is its corner, and `reachable_iff` turns this into the inequality. In the other direction, any $Q$ in the zone satisfies

$$\|Q\| \le \sqrt d\,\pi/a \le 2k,$$

and is reachable by the same theorem. The fact `hc` places the corner in the zone, and `.trans` chains the two inequalities.

```lean
/-- In three dimensions and for `a > 0`, the whole cubic Brillouin zone is reachable if and
only if `√3 π/a ≤ 2k`. -/
theorem zone_reachable_iff_three {a : ℝ} (ha : 0 < a) (k : ℝ) :
    (∀ Q ∈ cubicZone 3 a, Reachable k Q) ↔ √3 * (π / a) ≤ 2 * k := by
  have h := zone_reachable_iff (d := 3) (by norm_num) ha k
  exact_mod_cast h

end

end RIXSMomentumTransfer
```

In three dimensions the condition is

$$2k \ge \sqrt3\,\frac{\pi}{a}.$$

The proof sets $d=3$ in the previous theorem; `exact_mod_cast` identifies the natural number 3 with the real number 3 under the root.

With the photon energy $E = \hbar c k$, the condition reads $E \ge \sqrt3\,\pi\hbar c/(2a)$. For a simple cubic crystal and negligible energy loss, it tells whether a calculated dispersion can be compared with RIXS at a given absorption edge at every point of the zone, as far as kinematics decides. If it fails, the comparison is limited to the part of the zone with $\|Q\| \le 2k$.

```lean
#print axioms RIXSMomentumTransfer.norm_transfer_eq
-- 'RIXSMomentumTransfer.norm_transfer_eq' depends on axioms: [propext, Classical.choice, Quot.sound]
#print axioms RIXSMomentumTransfer.reachable_iff
-- 'RIXSMomentumTransfer.reachable_iff' depends on axioms: [propext, Classical.choice, Quot.sound]
#print axioms RIXSMomentumTransfer.maximal_transfer_iff
-- 'RIXSMomentumTransfer.maximal_transfer_iff' depends on axioms: [propext, Classical.choice, Quot.sound]
#print axioms RIXSMomentumTransfer.zone_reachable_iff_three
-- 'RIXSMomentumTransfer.zone_reachable_iff_three' depends on axioms: [propext, Classical.choice, Quot.sound]
```
